# An exponentially decaying solution of the Dyson equation for a delta comb

Let delta scatterers of real strength $g$ sit at all integer multiples of a spacing $a>0$, let the energy be $\kappa^2$ with real $\kappa\neq0$, in units with $\hbar^2/2m=1$, and suppose that $q>0$ satisfies

$$\cosh(qa)=\cos(\kappa a)+\frac{g}{2\kappa}\sin(\kappa a).$$

With the free propagator $g_0(n)=e^{i\kappa a|n|}/(2i\kappa)$ between sites $n$ spacings apart, the function

$$G(n)=-\frac{\sin(\kappa a)}{2\kappa\sinh(qa)}\,e^{-qa|n|}$$

satisfies

$$G(n)=g_0(n)+g\sum_{m\in\mathbb Z}g_0(n-m)\,G(m).$$

The sum converges absolutely, and $G$ is the only summable solution. This is a one-dimensional model, for non-interacting particles, of the idea behind screened KKR, where the propagator of a reference system of repulsive scatterers is short-ranged at energies below the bands of that system. Here the free propagator does not decay at all, and the propagator of the comb decays exponentially.

```lean
import Mathlib

namespace DeltaCombReference

noncomputable section
```

## Two propagators on the sites

In units with $\hbar^2/2m=1$ the energy is $\kappa^2>0$, and $g_0$ is a solution of $(d^2/dx^2+\kappa^2)g_0=\delta$ sampled at the sites, the outgoing one for $\kappa>0$ and the incoming one for $\kappa<0$. It has the form $c\,z^{|n|}$ with $c=1/(2i\kappa)$ and $z=e^{i\kappa a}$. In Lean, `n.natAbs` is $|n|$.

```lean
/-- Free propagator `exp(iκa)^|n|/(2iκ)` between two sites that are `n` spacings apart. -/
def freeG (κ a : ℝ) (n : ℤ) : ℂ :=
  (2 * Complex.I * (κ : ℂ))⁻¹ * Complex.exp (((κ * a : ℝ) : ℂ) * Complex.I) ^ n.natAbs
```

The reference propagator has the same form, with $z=e^{-qa}$ and a real prefactor. It is stored as a complex number so that it can be combined with $g_0$. The definition accepts any real $q$, and it describes the comb when $q>0$ satisfies the dispersion relation.

```lean
/-- Reference propagator `-sin(κa) exp(-qa)^|n|/(2κ sinh(qa))` of the delta comb. -/
def refG (κ a q : ℝ) (n : ℤ) : ℂ :=
  ((-Real.sin (κ * a) / (2 * κ * Real.sinh (q * a)) : ℝ) : ℂ) *
    ((Real.exp (-(q * a)) : ℝ) : ℂ) ^ n.natAbs
```

A source distribution $F$ on the sites produces the field $\sum_m G(n-m)F(m)$. The term $m=n$ is included, so $g$ is the bare strength of a scatterer and not its t-matrix. Lean gives a divergent sum the value zero, which is why convergence is stated separately below.

```lean
/-- Propagation of a source distribution `F` on the sites by the propagator `G`. -/
def propagate {K : Type*} [NormedField K] (G F : ℤ → K) (n : ℤ) : K :=
  ∑' m : ℤ, G (n - m) * F m
```

## The lattice equation of an exponential

Both propagators obey a three-term equation with coefficient $A$ and a point source of strength $s$:

$$G(n+1)+G(n-1)=A\,G(n)+s\,\delta_{n0}.$$

```lean
/-- Lattice equation with a point source at the origin. -/
def LatticeEq {K : Type*} [CommRing K] (A s : K) (G : ℤ → K) : Prop :=
  ∀ n : ℤ, G (n + 1) + G (n - 1) = A * G n + if n = 0 then s else 0
```

Insert $c\,z^{|n|}$ and write $w=1/z$. For $n\neq0$ the neighbours carry the exponents $|n|\pm1$, so

$$c\,z^{|n|+1}+c\,z^{|n|-1}=(z+w)\,c\,z^{|n|}.$$

At $n=0$ both neighbours equal $cz$, and $2cz=(z+w)c+c(z-w)$. Hence $A=z+w$ and $s=c(z-w)$. The proof splits into $n<0$, $n=0$ and $n>0$, and the outer cases use $wz=1$.

```lean
/-- A wave `c z^|n|` solves the lattice equation with coefficient `z + 1/z` and source
strength `c (z - 1/z)`. -/
theorem wave_latticeEq {K : Type*} [CommRing K] {z w c A s : K} (hzw : w * z = 1)
    (hA : z + w = A) (hs : c * (z - w) = s) :
    LatticeEq A s fun n => c * z ^ n.natAbs := by
  intro n
  subst hA hs
  change c * z ^ (n + 1).natAbs + c * z ^ (n - 1).natAbs = (z + w) * (c * z ^ n.natAbs) + _
  rcases lt_trichotomy n 0 with h | h | h
  · obtain ⟨k, hk⟩ : ∃ k : ℕ, n.natAbs = k + 1 := ⟨n.natAbs - 1, by omega⟩
    have h1 : (n + 1).natAbs = k := by omega
    have h2 : (n - 1).natAbs = k + 2 := by omega
    rw [h1, h2, hk, if_neg h.ne]
    linear_combination -(c * z ^ k) * hzw
  · have h0 : n.natAbs = 0 := by omega
    have h1 : (n + 1).natAbs = 1 := by omega
    have h2 : (n - 1).natAbs = 1 := by omega
    rw [h0, h1, h2, if_pos h]
    ring
  · obtain ⟨k, hk⟩ : ∃ k : ℕ, n.natAbs = k + 1 := ⟨n.natAbs - 1, by omega⟩
    have h1 : (n + 1).natAbs = k + 2 := by omega
    have h2 : (n - 1).natAbs = k := by omega
    rw [h1, h2, hk, if_neg h.ne']
    linear_combination -(c * z ^ k) * hzw
```

## Two ways to difference the convolution

In this section $G$ and $F$ are general functions on the sites; in the application $g_0$ takes the place of $G$, and the propagator of the comb that of $F$. Let $P(n)=\sum_m G(n-m)F(m)$. Applying the lattice equation of $G$ under the sum gives

$$P(n+1)+P(n-1)=A\,P(n)+s\,F(n),$$

because the point source picks out $m=n$. In Lean, `l` and `r` are the convergent sums for the two sides; their summands agree term by term, so their values agree.

```lean
/-- If the propagation sums converge, the propagated field obeys the three-term equation of the
propagator with the point source replaced by `s F`. -/
theorem propagate_rec {K : Type*} [NormedField K] {A s : K} {G F : ℤ → K}
    (hG : LatticeEq A s G) (hS : ∀ n, Summable fun m : ℤ => G (n - m) * F m) (n : ℤ) :
    propagate G F (n + 1) + propagate G F (n - 1) = A * propagate G F n + s * F n := by
  have P : ∀ k, HasSum (fun m : ℤ => G (k - m) * F m) (propagate G F k) :=
    fun k => (hS k).hasSum
  have l : HasSum (fun m : ℤ => G (n + 1 - m) * F m + G (n - 1 - m) * F m)
      (propagate G F (n + 1) + propagate G F (n - 1)) := (P (n + 1)).add (P (n - 1))
  have r : HasSum (fun m : ℤ => A * (G (n - m) * F m) + if m = n then s * F n else 0)
      (A * propagate G F n + s * F n) :=
    ((P n).mul_left A).add (hasSum_ite_eq n (s * F n))
  suffices hf : (fun m : ℤ => G (n + 1 - m) * F m + G (n - 1 - m) * F m) =
      fun m : ℤ => A * (G (n - m) * F m) + if m = n then s * F n else 0 by
    rw [hf] at l
    exact l.unique r
  funext m
  have e := hG (n - m)
  have i1 : n - m + 1 = n + 1 - m := by omega
  have i2 : n - m - 1 = n - 1 - m := by omega
  rw [i1, i2] at e
  by_cases h : m = n
  · have h' : n - m = 0 := by omega
    have hm : F m = F n := by rw [h]
    rw [if_pos h'] at e
    rw [if_pos h]
    linear_combination F m * e + s * hm
  · have h' : ¬ (n - m = 0) := by omega
    rw [if_neg h'] at e
    rw [if_neg h]
    linear_combination F m * e
```

Now let $F$ obey a lattice equation with the same source $s$ but coefficient $B=A+vs$. The substitution $m\to n-m$ shows that the convolution is symmetric, so the equation of $F$ can be used instead:

$$P(n+1)+P(n-1)=B\,P(n)+s\,G(n).$$

Subtracting the two results gives $sF(n)=sG(n)+(B-A)P(n)=s\,[G(n)+vP(n)]$. For $s\neq0$ this is the Dyson equation $F=G+vP$. The step `swap` is the substitution, and `k1` and `k2` are the two differenced equations.

```lean
/-- Two propagators with the same nonzero point source `s`, whose lattice coefficients differ by the
scattering term `v s`, are connected by the Dyson equation if its sums converge. -/
theorem dyson_of_latticeEq {K : Type*} [NormedField K] {A B s v : K} {G F : ℤ → K}
    (hG : LatticeEq A s G) (hF : LatticeEq B s F) (hs : s ≠ 0) (hB : B = A + v * s)
    (hS : ∀ n, Summable fun m : ℤ => G (n - m) * F m) (n : ℤ) :
    F n = G n + v * propagate G F n := by
  -- the convolution is symmetric, so either lattice equation can be applied to it
  have hS' : ∀ k, Summable fun m : ℤ => F (k - m) * G m := by
    intro k
    refine (summable_congr fun m => ?_).mpr ((Equiv.subLeft k).summable_iff.mpr (hS k))
    simp only [Function.comp_apply, Equiv.subLeft_apply, sub_sub_cancel]
    exact mul_comm _ _
  have swap : ∀ k, propagate F G k = propagate G F k := by
    intro k
    unfold propagate
    rw [← (Equiv.subLeft k).tsum_eq (fun m : ℤ => G (k - m) * F m)]
    refine tsum_congr fun m => ?_
    simp only [Equiv.subLeft_apply, sub_sub_cancel]
    exact mul_comm _ _
  have k1 := propagate_rec hG hS n
  have k2 := propagate_rec hF hS' n
  rw [swap, swap, swap] at k2
  apply mul_left_cancel₀ hs
  linear_combination k2 - k1 + propagate G F n * hB
```

## Source-free solutions that vanish

Suppose that $d(n+1)+d(n-1)=B\,d(n)$ with $|B|>2$ and $T=\sum_n|d(n)|<\infty$. The triangle inequality gives $|B||d(n)|\le|d(n+1)|+|d(n-1)|$. Summing over $n$, where shifts do not change the total, yields $|B|T\le2T$. Hence $T=0$ and $d=0$. The shifted sums are `s1` and `s2`; a nonzero $d(n)$ would make $T$ positive and contradict `hle`.

```lean
/-- An absolutely summable solution of the source-free lattice equation vanishes if the coefficient
exceeds two in modulus. -/
theorem eq_zero_of_rec {K : Type*} [NormedField K] {B : K} {d : ℤ → K} (hB : 2 < ‖B‖)
    (hd : Summable fun n => ‖d n‖) (h : ∀ n, d (n + 1) + d (n - 1) = B * d n) (n : ℤ) :
    d n = 0 := by
  have s1 : HasSum (fun m : ℤ => ‖d (m + 1)‖) (∑' m : ℤ, ‖d m‖) := by
    have t := (Equiv.addRight (1 : ℤ)).hasSum_iff.mpr hd.hasSum
    simpa only [Function.comp_def, Equiv.coe_addRight] using t
  have s2 : HasSum (fun m : ℤ => ‖d (m - 1)‖) (∑' m : ℤ, ‖d m‖) := by
    have t := (Equiv.subRight (1 : ℤ)).hasSum_iff.mpr hd.hasSum
    simpa only [Function.comp_def, Equiv.subRight_apply] using t
  have hpt : ∀ m : ℤ, ‖B‖ * ‖d m‖ ≤ ‖d (m + 1)‖ + ‖d (m - 1)‖ := by
    intro m
    rw [← norm_mul, ← h m]
    exact norm_add_le _ _
  -- sum the norms of both sides over the chain
  have hle : ‖B‖ * (∑' m : ℤ, ‖d m‖) ≤ (∑' m : ℤ, ‖d m‖) + ∑' m : ℤ, ‖d m‖ :=
    hasSum_le hpt (hd.hasSum.mul_left ‖B‖) (s1.add s2)
  have hT := hd.le_tsum n (fun _ _ => norm_nonneg _)
  by_contra hne
  have hp := mul_lt_mul_of_pos_right hB (lt_of_lt_of_le (norm_pos_iff.mpr hne) hT)
  rw [two_mul] at hp
  exact absurd hle (not_le_of_gt hp)
```

## Equal sources, different coefficients

For $g_0$, with $z=e^{i\kappa a}$ and $w=e^{-i\kappa a}$,

$$z+w=2\cos(\kappa a),\qquad \frac{z-w}{2i\kappa}=\frac{\sin(\kappa a)}{\kappa}.$$

Lean writes $z$ and $w$ through sine and cosine and obtains $wz=1$ from $\sin^2+\cos^2=1$.

```lean
/-- Lattice equation of the free propagator. -/
theorem freeG_latticeEq {κ : ℝ} (a : ℝ) :
    LatticeEq ((2 * Real.cos (κ * a) : ℝ) : ℂ) ((Real.sin (κ * a) / κ : ℝ) : ℂ)
      (freeG κ a) := by
  have hz := Complex.exp_mul_I ((κ * a : ℝ) : ℂ)
  rw [← Complex.ofReal_cos, ← Complex.ofReal_sin] at hz
  have hp : ((Real.sin (κ * a) : ℝ) : ℂ) ^ 2 + ((Real.cos (κ * a) : ℝ) : ℂ) ^ 2 = 1 := by
    rw [← Complex.ofReal_pow, ← Complex.ofReal_pow, ← Complex.ofReal_add,
      Real.sin_sq_add_cos_sq, Complex.ofReal_one]
  unfold freeG
  rw [hz, Complex.ofReal_mul 2, Complex.ofReal_ofNat, Complex.ofReal_div]
  generalize ((Real.sin (κ * a) : ℝ) : ℂ) = s at hp ⊢
  generalize ((Real.cos (κ * a) : ℝ) : ℂ) = c at hp ⊢
  refine wave_latticeEq (w := c - s * Complex.I) ?_ (by ring) ?_
  · linear_combination hp - s ^ 2 * Complex.I_sq
  · rw [show c + s * Complex.I - (c - s * Complex.I) = 2 * Complex.I * s by ring,
      inv_mul_eq_div, mul_div_mul_left _ _ (mul_ne_zero two_ne_zero Complex.I_ne_zero)]
```

For $G$, with $z=e^{-qa}$ and $w=e^{qa}$,

$$z+w=2\cosh(qa),\qquad -\frac{\sin(\kappa a)}{2\kappa\sinh(qa)}\,\bigl(-2\sinh(qa)\bigr)=\frac{\sin(\kappa a)}{\kappa}.$$

The prefactor of $G$ is thus the one that gives it the source of $g_0$. Summability follows from two geometric series, one for each direction along the chain.

```lean
/-- The reference propagator is summable and solves the lattice equation with the same
point source as the free one. -/
theorem refG_latticeEq (κ : ℝ) {a q : ℝ} (hqa : 0 < q * a) :
    Summable (refG κ a q) ∧
    LatticeEq ((2 * Real.cosh (q * a) : ℝ) : ℂ) ((Real.sin (κ * a) / κ : ℝ) : ℂ)
      (refG κ a q) := by
  constructor
  · have hz : ‖((Real.exp (-(q * a)) : ℝ) : ℂ)‖ < 1 := by
      rw [Complex.norm_real, Real.norm_of_nonneg (Real.exp_pos _).le]
      exact Real.exp_lt_one_iff.mpr (neg_lt_zero.mpr hqa)
    unfold refG
    apply Summable.mul_left
    apply Summable.of_nat_of_neg
    · simp only [Int.natAbs_natCast]
      exact summable_geometric_of_norm_lt_one hz
    · simp only [Int.natAbs_neg, Int.natAbs_natCast]
      exact summable_geometric_of_norm_lt_one hz
  · have h1 : Real.exp (q * a) * Real.exp (-(q * a)) = 1 := by
      rw [← Real.exp_add, add_neg_cancel, Real.exp_zero]
    have h2 : Real.exp (-(q * a)) + Real.exp (q * a) = 2 * Real.cosh (q * a) := by
      rw [Real.cosh_eq]; ring
    have h3 : Real.exp (-(q * a)) - Real.exp (q * a) = -(2 * Real.sinh (q * a)) := by
      rw [Real.sinh_eq]; ring
    have e := mul_div_mul_left (Real.sin (κ * a)) κ
      (mul_ne_zero two_ne_zero (Real.sinh_pos_iff.mpr hqa).ne')
    have h4 : -Real.sin (κ * a) / (2 * κ * Real.sinh (q * a)) *
        (Real.exp (-(q * a)) - Real.exp (q * a)) = Real.sin (κ * a) / κ := by
      rw [h3]
      linear_combination e
    unfold refG
    refine wave_latticeEq (w := ((Real.exp (q * a) : ℝ) : ℂ)) ?_ ?_ ?_
    · rw [← Complex.ofReal_mul, h1, Complex.ofReal_one]
    · rw [← Complex.ofReal_add, h2]
    · rw [← Complex.ofReal_sub, ← Complex.ofReal_mul, h4]
```

Since $|g_0(n)|=1/(2|\kappa|)$ at every site, a summable $F$ gives

$$\sum_m|g_0(n-m)F(m)|=\frac1{2|\kappa|}\sum_m|F(m)|<\infty.$$

```lean
/-- Free propagation of a summable source distribution is an absolutely convergent sum. -/
theorem summable_freeG_mul (κ a : ℝ) {F : ℤ → ℂ} (hF : Summable F) (n : ℤ) :
    Summable fun m : ℤ => ‖freeG κ a (n - m) * F m‖ := by
  have h : ∀ m : ℤ, ‖freeG κ a (n - m) * F m‖ =
      ‖(2 * Complex.I * (κ : ℂ))⁻¹‖ * ‖F m‖ := by
    intro m
    rw [norm_mul, freeG, norm_mul, norm_pow, Complex.norm_exp_ofReal_mul_I, one_pow, mul_one]
  simp only [h]
  exact (summable_norm_iff.mpr hF).mul_left _
```

## The Dyson equation and its only summable solution

Put $A=2\cos(\kappa a)$, $B=2\cosh(qa)$ and $s=\sin(\kappa a)/\kappa$. Twice the dispersion relation reads $B=A+gs$, which is the condition needed above with $v=g$. The source is nonzero: $\sin(\kappa a)=0$ would give $\cosh(qa)=\cos(\kappa a)\le1$, although $qa>0$. The Dyson equation follows.

For uniqueness, let $F$ be any summable solution. Differencing its Dyson equation gives

$$F(n+1)+F(n-1)=A\,F(n)+s\,\delta_{n0}+gs\,F(n)=B\,F(n)+s\,\delta_{n0}.$$

So $F-G$ is summable and source-free, and it vanishes because $B>2$.

In `refG_dyson`, the hypotheses `hκ`, `ha` and `hq` say $\kappa\neq0$, $a>0$ and $q>0$. The hypothesis `hd` is the dispersion relation, assumed and not derived from the Schrödinger equation; physically it is the Kronig–Penney condition for a Bloch wave with imaginary wave number $iq$, which places the energy outside the bands, either in a gap or below the lowest band. The first part of the conclusion gives, for every site `n`, absolute convergence and the Dyson equation; the second says that every summable `F` obeying that equation equals `refG κ a q`.

The theorem concerns an infinite chain of identical scatterers and propagation between sites only. Gaps in which the right side of the dispersion relation lies below $-1$ are not covered, since no real $q$ satisfies it there.

```lean
/-- The decaying reference propagator of the delta comb solves the Dyson equation with an
absolutely convergent sum over scatterers, and it is the only summable solution. -/
theorem refG_dyson {κ a q g : ℝ} (hκ : κ ≠ 0) (ha : 0 < a) (hq : 0 < q)
    (hd : Real.cosh (q * a) = Real.cos (κ * a) + g / (2 * κ) * Real.sin (κ * a)) :
    (∀ n : ℤ, (Summable fun m : ℤ => ‖freeG κ a (n - m) * refG κ a q m‖) ∧
      refG κ a q n = freeG κ a n + g * ∑' m : ℤ, freeG κ a (n - m) * refG κ a q m) ∧
    ∀ F : ℤ → ℂ, Summable F →
      (∀ n : ℤ, F n = freeG κ a n + g * ∑' m : ℤ, freeG κ a (n - m) * F m) →
      F = refG κ a q := by
  have hqa := mul_pos hq ha
  have hC := Real.one_lt_cosh.mpr hqa.ne'
  obtain ⟨hR, hL⟩ := refG_latticeEq κ hqa
  have h0 := freeG_latticeEq (κ := κ) a
  -- since `cosh(qa) > 1`, the phase `κa` is not a multiple of `π`
  have hs : Real.sin (κ * a) / κ ≠ 0 := by
    refine div_ne_zero (fun h => ?_) hκ
    rw [h, mul_zero, add_zero] at hd
    exact absurd (Real.cos_le_one (κ * a)) (not_le_of_gt (lt_of_lt_of_eq hC hd))
  have hr : 2 * Real.cosh (q * a) = 2 * Real.cos (κ * a) + g * (Real.sin (κ * a) / κ) := by
    rw [hd]; ring
  have hB : ((2 * Real.cosh (q * a) : ℝ) : ℂ) =
      ((2 * Real.cos (κ * a) : ℝ) : ℂ) + (g : ℂ) * ((Real.sin (κ * a) / κ : ℝ) : ℂ) := by
    rw [← Complex.ofReal_mul, ← Complex.ofReal_add, hr]
  have hN : 2 < ‖((2 * Real.cosh (q * a) : ℝ) : ℂ)‖ := by
    rw [Complex.norm_real]
    exact lt_of_lt_of_le (by linarith only [hC]) (Real.le_norm_self _)
  have hs' := Complex.ofReal_ne_zero.mpr hs
  -- from here on only the lattice equations matter
  generalize ((2 * Real.cosh (q * a) : ℝ) : ℂ) = B at hL hB hN
  generalize ((2 * Real.cos (κ * a) : ℝ) : ℂ) = A at h0 hB
  generalize ((Real.sin (κ * a) / κ : ℝ) : ℂ) = s at hL h0 hB hs'
  constructor
  · intro n
    exact ⟨summable_freeG_mul κ a hR n, dyson_of_latticeEq h0 hL hs' hB
      (fun k => summable_norm_iff.mp (summable_freeG_mul κ a hR k)) n⟩
  · intro F hF hD
    have hD' : ∀ n, F n = freeG κ a n + g * propagate (freeG κ a) F n := hD
    funext n
    refine sub_eq_zero.mp (eq_zero_of_rec (d := fun n => F n - refG κ a q n) hN
      (summable_norm_iff.mpr (hF.sub hR)) (fun m => ?_) n)
    have hp := propagate_rec h0
      (fun k => summable_norm_iff.mp (summable_freeG_mul κ a hF k)) m
    linear_combination hD' (m + 1) + hD' (m - 1) - A * hD' m + h0 m + g * hp -
      F m * hB - hL m
```

## When a decay constant exists

Write $c$ for the right side of the dispersion relation. If $q>0$ solves it, then $c=\cosh(qa)>1$. Conversely, if $c>1$, take

$$q=\frac1a\operatorname{arsinh}\sqrt{c^2-1},\qquad \cosh(qa)=\sqrt{1+(c^2-1)}=c.$$

Without scatterers, $g=0$ and $c=\cos(\kappa a)\le1$, so there is no such $q$.

```lean
/-- A decay constant `q > 0` exists exactly when the right side of the dispersion relation
exceeds one. -/
theorem exists_decay_iff {κ a g : ℝ} (ha : 0 < a) :
    (∃ q : ℝ, 0 < q ∧
      Real.cosh (q * a) = Real.cos (κ * a) + g / (2 * κ) * Real.sin (κ * a)) ↔
    1 < Real.cos (κ * a) + g / (2 * κ) * Real.sin (κ * a) := by
  constructor
  · rintro ⟨q, hq, h⟩
    rw [← h]
    exact Real.one_lt_cosh.mpr (mul_pos hq ha).ne'
  · generalize Real.cos (κ * a) + g / (2 * κ) * Real.sin (κ * a) = c
    intro hc
    have hp : 0 < c ^ 2 - 1 := sub_pos.mpr (one_lt_pow₀ hc two_ne_zero)
    refine ⟨Real.arsinh (Real.sqrt (c ^ 2 - 1)) / a,
      div_pos (Real.arsinh_pos_iff.mpr (Real.sqrt_pos.mpr hp)) ha, ?_⟩
    rw [div_mul_cancel₀ _ ha.ne', Real.cosh_arsinh, Real.sq_sqrt hp.le,
      show 1 + (c ^ 2 - 1) = c ^ 2 by ring, Real.sqrt_sq (zero_le_one.trans hc.le)]

end

end DeltaCombReference
```

```lean
#print axioms DeltaCombReference.refG_dyson
-- 'DeltaCombReference.refG_dyson' depends on axioms: [propext, Classical.choice, Quot.sound]
#print axioms DeltaCombReference.exists_decay_iff
-- 'DeltaCombReference.exists_decay_iff' depends on axioms: [propext, Classical.choice, Quot.sound]
```

## A comb that halves the propagator at each site

Take $a=1$, $\kappa=\pi/2$ and $g=5\pi/4$. Then $\cosh q=g/\pi=5/4$, so $e^q=2$, $\sinh q=3/4$ and

$$G(n)=-\frac{4}{3\pi}\,2^{-|n|},\qquad g_0(n)=\frac{i^{|n|}}{i\pi}.$$

At $n=0$ the scattering sum needs $\sum_m(i/2)^{|m|}=\frac{1+i/2}{1-i/2}=\frac{3+4i}{5}$. The right side of the Dyson equation is therefore

$$-\frac{i}{\pi}+\frac{5\pi}{4}\cdot\frac{1}{i\pi}\cdot\Bigl(-\frac{4}{3\pi}\Bigr)\cdot\frac{3+4i}{5}
=-\frac{i}{\pi}-\frac{4}{3\pi}+\frac{i}{\pi}=-\frac{4}{3\pi}=G(0).$$

The scattered waves cancel the imaginary part of the free propagator.

## The limit of zero energy

The theorem requires $\kappa\neq0$, but the formula for $G$ has a finite limit as $\kappa\to0$ at fixed $g>0$. Since $\sin(\kappa a)/\kappa\to a$,

$$\cosh(qa)\to1+\frac{ga}{2},\qquad G(n)\to-\frac{a\,e^{-qa|n|}}{2\sinh(qa)},$$

with $q$ in the second expression taken at its limiting value. The free propagator itself diverges like $1/(2i\kappa)$, while the repulsive comb keeps $G$ finite and short-ranged.
